# A harmonically trapped planar charge in a uniform magnetic field is two independent oscillators

A charged particle moves in a plane, held by a parabolic well of frequency $w_0$, as in a simple model of a quantum dot. Without a field it is an isotropic oscillator. A perpendicular field $B$ then couples the two directions of motion. What are the energy levels when trap and field act together?

Take units with $\hbar = m = q = 1$, so that $B$ is also the cyclotron frequency; for an electron, reverse the sign of $B$.

## The particle and its Hamiltonian

The positions $x, y$ and momenta $p_x, p_y$ are self-adjoint and satisfy
$$[x,p_x]=[y,p_y]=i,$$
while every other pair commutes. `PlanarParticle` records exactly this. The Lean type `A` is an abstract complex algebra with an adjoint `star`, not a space of operators on a Hilbert space, so questions of domains and self-adjoint extensions do not arise. Differential operators with polynomial coefficients, acting on Schwartz functions, are a concrete example.

```lean
import Mathlib

open Complex (I)

namespace FockDarwin

noncomputable section

-- The canonical relations have no non-trivial finite-dimensional model,
-- so no matrix instance is given here.
/-- A particle in the plane: self-adjoint positions and momenta with the canonical
commutation relations, in units with `ħ = 1`. -/
structure PlanarParticle (A : Type*) [Ring A] [StarRing A] [Algebra ℂ A] where
  (x y px py : A)
  star_x : star x = x
  star_y : star y = y
  star_px : star px = px
  star_py : star py = py
  x_px : x * px - px * x = I • (1 : A)
  y_py : y * py - py * y = I • (1 : A)
  x_y : x * y = y * x
  px_py : px * py = py * px
  x_py : x * py = py * x
  y_px : y * px = px * y
```

The field will add $B^2r^2/8$ to the trap energy $w_0^2r^2/2$, where $r^2=x^2+y^2$. Together they form a well of frequency
$$\Omega=\sqrt{w_0^2+B^2/4}.$$

```lean
/-- The effective frequency `Ω = √(w0² + B²/4)`. -/
def Omega (B w0 : ℝ) : ℝ := Real.sqrt (w0 ^ 2 + B ^ 2 / 4)
```

The frequencies of the two independent oscillators will turn out to be $\Omega$ shifted by half the cyclotron frequency, first upwards for $B>0$, $w_+=\Omega+B/2$,

```lean
/-- The mode frequency `w₊ = Ω + B/2`. -/
def wPlus (B w0 : ℝ) : ℝ := Omega B w0 + B / 2
```

and then downwards, $w_-=\Omega-B/2$.

```lean
/-- The mode frequency `w₋ = Ω - B/2`. -/
def wMinus (B w0 : ℝ) : ℝ := Omega B w0 - B / 2
```

In symmetric gauge the vector potential is $\mathbf A=\tfrac B2(-y,x)$, whose curl is $\partial_xA_y-\partial_yA_x=B$. Lean stores it as a pair of algebra elements.

```lean
variable {A : Type*} [Ring A] [StarRing A] [Algebra ℂ A]

/-- The vector potential `(B/2)(-y, x)` of a uniform field in symmetric gauge. -/
def PlanarParticle.vectorPotential (S : PlanarParticle A) (B : ℝ) : A × A :=
  (-(((B : ℂ) / 2) • S.y), ((B : ℂ) / 2) • S.x)
```

The Hamiltonian is that of one spinless particle:
$$H=\tfrac12(\mathbf p-\mathbf A)^2+\tfrac12w_0^2r^2 .$$

```lean
/-- The Hamiltonian `(p - A)²/2 + w0² r²/2` for unit mass and charge. -/
def PlanarParticle.hamiltonian (S : PlanarParticle A) (B w0 : ℝ) : A :=
  (1 / 2 : ℂ) • ((S.px - (S.vectorPotential B).1) ^ 2 + (S.py - (S.vectorPotential B).2) ^ 2)
    + ((w0 : ℂ) ^ 2 / 2) • (S.x ^ 2 + S.y ^ 2)
```

The canonical angular momentum is $L=xp_y-yp_x$.

```lean
/-- The canonical angular momentum `x p_y - y p_x`. -/
def PlanarParticle.angularMomentum (S : PlanarParticle A) : A := S.x * S.py - S.y * S.px
```

## Circular modes

Write $z=x+iy$, $\bar z=x-iy$, $\pi=p_x+ip_y$ and $\bar\pi=p_x-ip_y$. The first mode is
$$a=\tfrac12\left(\sqrt\Omega\,z+\tfrac{i}{\sqrt\Omega}\,\pi\right).$$

```lean
/-- The circular lowering operator built from `x + iy` and `p_x + i p_y`. -/
def PlanarParticle.a (S : PlanarParticle A) (Ω : ℝ) : A :=
  (1 / 2 : ℂ) • ((Real.sqrt Ω : ℂ) • (S.x + I • S.y)
    + ((Real.sqrt Ω : ℂ)⁻¹ * I) • (S.px + I • S.py))
```

The second has the opposite sense of rotation:
$$b=\tfrac12\left(\sqrt\Omega\,\bar z+\tfrac{i}{\sqrt\Omega}\,\bar\pi\right).$$
In Lean both take $\Omega$ as an argument.

```lean
/-- The circular lowering operator built from `x - iy` and `p_x - i p_y`. -/
def PlanarParticle.b (S : PlanarParticle A) (Ω : ℝ) : A :=
  (1 / 2 : ℂ) • ((Real.sqrt Ω : ℂ) • (S.x - I • S.y)
    + ((Real.sqrt Ω : ℂ)⁻¹ * I) • (S.px - I • S.py))
```

These modes need $\Omega>0$. If $w_0$ or $B$ is nonzero, then $w_0^2+B^2/4>0$, and so is its square root.

```lean
/-- The effective frequency is positive as soon as a trap or a field is present. -/
theorem Omega_pos {B w0 : ℝ} (h : w0 ≠ 0 ∨ B ≠ 0) : 0 < Omega B w0 := by
  apply Real.sqrt_pos.mpr
  rcases h with h | h <;> positivity
```

For $w_0>0$ we have $B^2/4<\Omega^2$, hence $|B/2|<\Omega$, and both frequencies are positive. Moreover
$$w_+w_-=\Omega^2-B^2/4=w_0^2,\qquad w_+-w_-=B.$$

```lean
/-- In a trap both mode frequencies are positive; their product is `w0²` and their
difference is `B`. -/
theorem mode_frequencies (B : ℝ) {w0 : ℝ} (h : 0 < w0) :
    0 < wPlus B w0 ∧ 0 < wMinus B w0 ∧ wPlus B w0 * wMinus B w0 = w0 ^ 2 ∧
      wPlus B w0 - wMinus B w0 = B := by
  have hO : Omega B w0 ^ 2 = w0 ^ 2 + B ^ 2 / 4 := Real.sq_sqrt (by positivity)
  have hp : 0 < Omega B w0 := Omega_pos (Or.inl h.ne')
  have hlt : |B / 2| < Omega B w0 := abs_lt_of_sq_lt_sq (by nlinarith [pow_pos h 2]) hp.le
  obtain ⟨h1, h2⟩ := abs_lt.mp hlt
  unfold wPlus wMinus
  refine ⟨by linarith, by linarith, by linear_combination hO, by ring⟩
```

## Expanding the square

Since $y$ commutes with $p_x$ and $x$ with $p_y$,
$$(p_x+\tfrac B2y)^2=p_x^2+B\,yp_x+\tfrac{B^2}4y^2,\qquad (p_y-\tfrac B2x)^2=p_y^2-B\,xp_y+\tfrac{B^2}4x^2 .$$
Half the sum, plus the trap, with $p^2=p_x^2+p_y^2$, is
$$H=\tfrac12p^2+\tfrac12\Omega^2r^2-\tfrac B2L .$$
The last term is the orbital Zeeman energy. In the proof, `simp only` multiplies out and applies the two commutations, and `module` compares coefficients.

```lean
/-- The Hamiltonian is an isotropic oscillator of frequency `Ω` plus the orbital
Zeeman term `-(B/2) L`. -/
theorem hamiltonian_eq (S : PlanarParticle A) (B w0 : ℝ) :
    S.hamiltonian B w0 = (1 / 2 : ℂ) • (S.px ^ 2 + S.py ^ 2)
      + ((Omega B w0 : ℂ) ^ 2 / 2) • (S.x ^ 2 + S.y ^ 2)
      - ((B : ℂ) / 2) • S.angularMomentum := by
  have hO : (Omega B w0 : ℂ) ^ 2 = (w0 : ℂ) ^ 2 + (B : ℂ) ^ 2 / 4 := by
    have h : Omega B w0 ^ 2 = w0 ^ 2 + B ^ 2 / 4 := Real.sq_sqrt (by positivity)
    exact_mod_cast h
  rw [hO]
  simp only [PlanarParticle.hamiltonian, PlanarParticle.vectorPotential,
    PlanarParticle.angularMomentum, pow_two, sub_neg_eq_add, mul_add, add_mul, mul_sub, sub_mul,
    smul_mul_assoc, mul_smul_comm, ← S.x_py, ← S.y_px]
  module
```

## The oscillator algebra

Taking adjoints conjugates the scalars, which is what the assumption `StarModule ℂ A` supplies:
$$a^*=\tfrac12\left(\sqrt\Omega\,\bar z-\tfrac{i}{\sqrt\Omega}\bar\pi\right),\qquad b^*=\tfrac12\left(\sqrt\Omega\,z-\tfrac{i}{\sqrt\Omega}\pi\right).$$

```lean
variable [StarModule ℂ A]

/-- The raising operators, written out in positions and momenta. -/
theorem star_modes (S : PlanarParticle A) (Ω : ℝ) :
    star (S.a Ω) = (1 / 2 : ℂ) • ((Real.sqrt Ω : ℂ) • (S.x - I • S.y)
      - ((Real.sqrt Ω : ℂ)⁻¹ * I) • (S.px - I • S.py)) ∧
    star (S.b Ω) = (1 / 2 : ℂ) • ((Real.sqrt Ω : ℂ) • (S.x + I • S.y)
      - ((Real.sqrt Ω : ℂ)⁻¹ * I) • (S.px + I • S.py)) := by
  constructor <;>
  · simp only [PlanarParticle.a, PlanarParticle.b, star_smul, star_add, star_sub, S.star_x,
      S.star_y, S.star_px, S.star_py, Complex.star_def, map_mul, map_inv₀, map_div₀, map_one,
      map_ofNat, Complex.conj_I, Complex.conj_ofReal]
    module
```

The canonical relations give $[z,\bar\pi]=[\bar z,\pi]=2i$ and $[z,\pi]=[\bar z,\bar\pi]=0$. Therefore
$$[a,a^*]=\tfrac14\left(-i[z,\bar\pi]+i[\pi,\bar z]\right)=\tfrac14(2+2)=1,$$
$$[b,b^*]=\tfrac14\left(-i[\bar z,\pi]+i[\bar\pi,z]\right)=1,$$
$$[a,b]=\tfrac14\left(i[z,\bar\pi]+i[\pi,\bar z]\right)=\tfrac14(-2+2)=0,$$
$$[a,b^*]=\tfrac14\left(-i[z,\pi]+i[\pi,z]\right)=0 .$$
Lean works with the original variables: `e1` and `e2` move positions to the left of momenta, `match_scalars` leaves one equation per monomial, and `grind` solves these using $i^2=-1$ and $\sqrt\Omega\cdot\sqrt\Omega^{-1}=1$.

```lean
/-- The two circular modes are independent bosonic oscillators. -/
theorem ladder_algebra (S : PlanarParticle A) {Ω : ℝ} (hΩ : 0 < Ω) :
    S.a Ω * star (S.a Ω) - star (S.a Ω) * S.a Ω = 1 ∧
    S.b Ω * star (S.b Ω) - star (S.b Ω) * S.b Ω = 1 ∧
    S.a Ω * S.b Ω = S.b Ω * S.a Ω ∧ S.a Ω * star (S.b Ω) = star (S.b Ω) * S.a Ω := by
  obtain ⟨hA, hB⟩ := star_modes S Ω
  have hs : (Real.sqrt Ω : ℂ) ≠ 0 := by exact_mod_cast (Real.sqrt_pos.mpr hΩ).ne'
  have h1 := mul_inv_cancel₀ hs
  have hI : I * I = -1 := Complex.I_mul_I
  -- bring every product into the order x, y, px, py
  have e1 : S.px * S.x = S.x * S.px - I • (1 : A) := by rw [← S.x_px]; abel
  have e2 : S.py * S.y = S.y * S.py - I • (1 : A) := by rw [← S.y_py]; abel
  refine ⟨?_, ?_, ?_, ?_⟩ <;>
  · try simp only [hA, hB]
    simp only [PlanarParticle.a, PlanarParticle.b, mul_add, add_mul, mul_sub, sub_mul,
      smul_mul_assoc, mul_smul_comm, e1, e2, ← S.x_y, ← S.px_py, ← S.x_py, ← S.y_px]
    match_scalars <;> grind
```

For the number operators, the order of the factors matters. With $D=xp_x+yp_y$,
$$\bar z\pi=D+iL,\qquad \bar\pi z=D-2i-iL,$$
so that
$$a^*a=\tfrac14\left(\Omega r^2+\tfrac{p^2}\Omega+i(\bar z\pi-\bar\pi z)\right)=\tfrac14\left(\Omega r^2+\tfrac{p^2}\Omega-2L-2\right).$$
Similarly $z\bar\pi=D-iL$ and $\pi\bar z=D-2i+iL$, which gives
$$b^*b=\tfrac14\left(\Omega r^2+\tfrac{p^2}\Omega+2L-2\right).$$
Adding $\tfrac12$ to each removes the constant. The proof uses the same ordering method as before.

```lean
/-- Each number operator plus one half is a combination of `r²`, `p²` and the angular
momentum, which enters the two modes with opposite signs. -/
theorem number_operators (S : PlanarParticle A) {Ω : ℝ} (hΩ : 0 < Ω) :
    star (S.a Ω) * S.a Ω + (1 / 2 : ℂ) • (1 : A) = (1 / 4 : ℂ) • ((Ω : ℂ) • (S.x ^ 2 + S.y ^ 2)
      + (Ω : ℂ)⁻¹ • (S.px ^ 2 + S.py ^ 2) - (2 : ℂ) • S.angularMomentum) ∧
    star (S.b Ω) * S.b Ω + (1 / 2 : ℂ) • (1 : A) = (1 / 4 : ℂ) • ((Ω : ℂ) • (S.x ^ 2 + S.y ^ 2)
      + (Ω : ℂ)⁻¹ • (S.px ^ 2 + S.py ^ 2) + (2 : ℂ) • S.angularMomentum) := by
  obtain ⟨hA, hB⟩ := star_modes S Ω
  have hs : (Real.sqrt Ω : ℂ) ≠ 0 := by exact_mod_cast (Real.sqrt_pos.mpr hΩ).ne'
  have h1 := mul_inv_cancel₀ hs
  have hI : I * I = -1 := Complex.I_mul_I
  have h2 : (Ω : ℂ) = (Real.sqrt Ω : ℂ) * (Real.sqrt Ω : ℂ) := by
    exact_mod_cast (Real.mul_self_sqrt hΩ.le).symm
  have h3 : (Ω : ℂ)⁻¹ = (Real.sqrt Ω : ℂ)⁻¹ * (Real.sqrt Ω : ℂ)⁻¹ := by
    rw [← mul_inv, ← h2]
  have e1 : S.px * S.x = S.x * S.px - I • (1 : A) := by rw [← S.x_px]; abel
  have e2 : S.py * S.y = S.y * S.py - I • (1 : A) := by rw [← S.y_py]; abel
  constructor <;>
  · simp only [hA, hB, h3]
    simp only [PlanarParticle.a, PlanarParticle.b, PlanarParticle.angularMomentum, pow_two,
      mul_add, add_mul, mul_sub, sub_mul, smul_mul_assoc, mul_smul_comm, e1, e2,
      ← S.x_y, ← S.px_py, ← S.x_py, ← S.y_px]
    match_scalars <;> grind
```

## The Fock-Darwin decomposition

Half the sum and half the difference of the frequencies are $\Omega$ and $B/2$. The previous identities give $L=b^*b-a^*a$, and
$$w_+\left(a^*a+\tfrac12\right)+w_-\left(b^*b+\tfrac12\right)=\Omega\cdot\tfrac12\left(\Omega r^2+\tfrac{p^2}{\Omega}\right)-\tfrac B2L=H .$$

The hypothesis `w0 ≠ 0 ∨ B ≠ 0` excludes the free particle, for which the formula fails. At $w_0=B=0$ the modes, which contain $1/\sqrt\Omega$, are undefined on paper, but Lean sets $1/0=0$ and keeps them defined. Both frequencies vanish, so the left side is then $0$, but $H=p^2/2$ satisfies $[x,[x,H]]=[x,ip_x]=-1$, so $H$ is not zero in any algebra with $1\neq0$.

```lean
/-- Fock-Darwin decomposition: with a trap or a field present, the Hamiltonian is the sum of
two oscillators of frequencies `w₊` and `w₋`, and the angular momentum is the difference of
their number operators. -/
theorem fock_darwin (S : PlanarParticle A) {B w0 : ℝ} (h : w0 ≠ 0 ∨ B ≠ 0) :
    S.hamiltonian B w0 =
      (wPlus B w0 : ℂ) • (star (S.a (Omega B w0)) * S.a (Omega B w0) + (1 / 2 : ℂ) • (1 : A))
      + (wMinus B w0 : ℂ) •
        (star (S.b (Omega B w0)) * S.b (Omega B w0) + (1 / 2 : ℂ) • (1 : A)) ∧
    S.angularMomentum = star (S.b (Omega B w0)) * S.b (Omega B w0)
      - star (S.a (Omega B w0)) * S.a (Omega B w0) := by
  have hp := Omega_pos h
  obtain ⟨hA, hB⟩ := number_operators S hp
  have h1 : (Omega B w0 : ℂ) * (Omega B w0 : ℂ)⁻¹ = 1 :=
    mul_inv_cancel₀ (by exact_mod_cast hp.ne')
  constructor
  · rw [hamiltonian_eq, hA, hB]
    simp only [wPlus, wMinus, Complex.ofReal_add, Complex.ofReal_sub, Complex.ofReal_div,
      Complex.ofReal_ofNat]
    match_scalars <;> grind
  · rw [eq_sub_of_add_eq hA, eq_sub_of_add_eq hB]
    module
```

From $[a,a^*]=1$ follows $(a^*a)a^*=a^*(a^*a)+a^*$, while $b^*b$ commutes with $a^*$. Hence
$$Ha^*=a^*H+w_+a^*,\qquad Hb^*=b^*H+w_-b^* .$$
In Lean, `p1` to `p4` are the four products of a number operator with a raising operator; the mixed commutators they need come from `ladder_algebra`, partly by taking adjoints.

```lean
/-- The two raising operators add the energies `w₊` and `w₋`. -/
theorem raising (S : PlanarParticle A) {B w0 : ℝ} (h : w0 ≠ 0 ∨ B ≠ 0) :
    S.hamiltonian B w0 * star (S.a (Omega B w0)) = star (S.a (Omega B w0)) * S.hamiltonian B w0
      + (wPlus B w0 : ℂ) • star (S.a (Omega B w0)) ∧
    S.hamiltonian B w0 * star (S.b (Omega B w0)) = star (S.b (Omega B w0)) * S.hamiltonian B w0
      + (wMinus B w0 : ℂ) • star (S.b (Omega B w0)) := by
  obtain ⟨c1, c2, c3, c4⟩ := ladder_algebra S (Omega_pos h)
  rw [(fock_darwin S h).1]
  generalize S.a (Omega B w0) = a at *
  generalize S.b (Omega B w0) = b at *
  have c5 : b * star a = star a * b := by simpa using congrArg star c4
  have c6 : star b * star a = star a * star b := by simpa using congrArg star c3
  -- each number operator is shifted by its own raising operator only
  have p1 : star a * a * star a = star a * (star a * a) + star a := by
    rw [mul_assoc, eq_add_of_sub_eq c1, mul_add, mul_one, add_comm]
  have p2 : star b * b * star a = star a * (star b * b) := by
    rw [mul_assoc, c5, ← mul_assoc, c6, mul_assoc]
  have p3 : star b * b * star b = star b * (star b * b) + star b := by
    rw [mul_assoc, eq_add_of_sub_eq c2, mul_add, mul_one, add_comm]
  have p4 : star a * a * star b = star b * (star a * a) := by
    rw [mul_assoc, c4, ← mul_assoc, ← c6, mul_assoc]
  constructor <;>
  · simp only [add_mul, mul_add, smul_mul_assoc, mul_smul_comm, one_mul, mul_one, p1, p2, p3, p4]
    module
```

## Energy levels

Let $\psi$ satisfy $a\psi=b\psi=0$. Then $H\psi=\tfrac12(w_++w_-)\psi$, and each raising operator adds its own frequency:
$$H\,(a^*)^m(b^*)^n\psi=\left[w_+\left(m+\tfrac12\right)+w_-\left(n+\tfrac12\right)\right](a^*)^m(b^*)^n\psi .$$
States live in a module `V` over the algebra, with compatible complex scalars and no inner product. The proof is an induction on $n$ and then on $m$, with `step` adding one quantum.

The vector $\psi$ is assumed, and may even be zero; the theorem does not say that these levels exhaust the spectrum. In the Schrödinger representation $\psi\propto e^{-\Omega r^2/2}$ is such a vector. For a single non-interacting, spinless particle in a parabolic dot, the formula provides reference energies against which a numerical solver can be compared.

```lean
/-- If `ψ` is annihilated by both modes, then `(a*)^m (b*)^n ψ` satisfies the stationary
Schrödinger equation with energy `w₊ (m + 1/2) + w₋ (n + 1/2)`. -/
theorem fock_darwin_levels (S : PlanarParticle A) {B w0 : ℝ} (h : w0 ≠ 0 ∨ B ≠ 0)
    {V : Type*} [AddCommGroup V] [Module ℂ V] [Module A V] [IsScalarTower ℂ A V] (ψ : V)
    (ha : S.a (Omega B w0) • ψ = 0) (hb : S.b (Omega B w0) • ψ = 0) (m n : ℕ) :
    S.hamiltonian B w0 • (star (S.a (Omega B w0)) ^ m • (star (S.b (Omega B w0)) ^ n • ψ)) =
      ((wPlus B w0 : ℂ) * (m + 1 / 2) + (wMinus B w0 : ℂ) * (n + 1 / 2)) •
        (star (S.a (Omega B w0)) ^ m • (star (S.b (Omega B w0)) ^ n • ψ)) := by
  obtain ⟨ra, rb⟩ := raising S h
  -- a raising operator maps a solution of energy E to one of energy E + w
  have step : ∀ (c : A) (w E : ℂ) (φ : V),
      S.hamiltonian B w0 * c = c * S.hamiltonian B w0 + w • c →
      S.hamiltonian B w0 • φ = E • φ →
      S.hamiltonian B w0 • (c • φ) = (E + w) • (c • φ) := by
    intro c w E φ hc hφ
    rw [← mul_smul, hc, add_smul, mul_smul, hφ, smul_assoc, smul_algebra_smul_comm, ← add_smul]
  induction m with
  | zero =>
    induction n with
    | zero =>
      rw [(fock_darwin S h).1]
      simp only [pow_zero, one_smul, add_smul, smul_assoc, mul_smul, ha, hb, smul_zero,
        zero_add, Nat.cast_zero]
    | succ n ih =>
      simp only [pow_zero, one_smul] at ih ⊢
      rw [pow_succ', mul_smul, step _ _ _ _ rb ih]
      congr 1
      push_cast
      ring
  | succ m ih =>
    rw [pow_succ', mul_smul, step _ _ _ _ ra ih]
    congr 1
    push_cast
    ring
```

## Removing the trap

For $w_0=0$ and $B>0$ we have $\Omega=B/2$, $w_+=B$ and $w_-=0$, so
$$H=B\left(a^*a+\tfrac12\right),\qquad Hb^*=b^*H .$$
This is the Landau-level Hamiltonian. Applying $b^*$ to a solution of the stationary equation leaves its energy unchanged, which is the algebraic source of the Landau degeneracy. The proof substitutes these frequencies into `fock_darwin` and `raising`.

```lean
/-- Without a trap and for `B > 0`, the Hamiltonian is a single oscillator of frequency `B`, and it
commutes with the raising operator of the other mode. -/
theorem landau_limit (S : PlanarParticle A) {B : ℝ} (hB : 0 < B) :
    S.hamiltonian B 0 =
      (B : ℂ) • (star (S.a (B / 2)) * S.a (B / 2) + (1 / 2 : ℂ) • (1 : A)) ∧
    S.hamiltonian B 0 * star (S.b (B / 2)) = star (S.b (B / 2)) * S.hamiltonian B 0 := by
  have hO : Omega B 0 = B / 2 := by
    rw [Omega, show (0 : ℝ) ^ 2 + B ^ 2 / 4 = (B / 2) ^ 2 by ring]
    exact Real.sqrt_sq (by positivity)
  have hP : wPlus B 0 = B := by rw [wPlus, hO]; ring
  have hM : wMinus B 0 = 0 := by rw [wMinus, hO]; ring
  have h1 := (fock_darwin S (B := B) (w0 := 0) (Or.inr hB.ne')).1
  have h2 := (raising S (B := B) (w0 := 0) (Or.inr hB.ne')).2
  rw [hP, hM, hO, Complex.ofReal_zero, zero_smul, add_zero] at h1
  rw [hM, hO, Complex.ofReal_zero, zero_smul, add_zero] at h2
  exact ⟨h1, h2⟩

end

end FockDarwin
```

```lean
#print axioms FockDarwin.mode_frequencies
-- 'FockDarwin.mode_frequencies' depends on axioms: [propext, Classical.choice, Quot.sound]
#print axioms FockDarwin.fock_darwin
-- 'FockDarwin.fock_darwin' depends on axioms: [propext, Classical.choice, Quot.sound]
#print axioms FockDarwin.fock_darwin_levels
-- 'FockDarwin.fock_darwin_levels' depends on axioms: [propext, Classical.choice, Quot.sound]
#print axioms FockDarwin.landau_limit
-- 'FockDarwin.landau_limit' depends on axioms: [propext, Classical.choice, Quot.sound]
```
